# Moving a creation matrix through a finite product of mode factors 1 + (x_p − 1)n_p

Let the finite complex matrices c_p and a_p obey the canonical anticommutation relations {c_p, c_q} = {a_p, a_q} = 0 and {a_q, c_p} = δ_pq, and let R be the product of the factors 1 + (x_p − 1)n_p over a finite set S of modes, with n_p = c_p a_p and arbitrary complex numbers x_p. The declaration states that R c_q = x_q c_q R if q belongs to S, and R c_q = c_q R otherwise. In the special case where c_p is the adjoint of a_p and x_p = exp(−βε_p) with real ε_p and β, R is the unnormalised Gibbs operator of non-interacting fermions in the modes of S, with mode energies ε_p and inverse temperature β. The attempt goes by induction on S: the empty product is left to `simp`, and the insertion step uses the induction hypothesis to move c_q through the old product, then moves it through the one new factor.

In Lean, a first try:

```lean
import Mathlib

open Matrix

namespace GibbsProductMulCreation

noncomputable section

variable {ι n : Type*} [DecidableEq ι] [Fintype n] [DecidableEq n]

/-- The Kronecker delta of two mode labels, as a complex number. -/
def δ (p q : ι) : ℂ := if p = q then 1 else 0

/-- The canonical anticommutation relations (CAR) for creation matrices `c p` and
annihilation matrices `a p`. -/
structure IsCAR (c a : ι → Matrix n n ℂ) : Prop where
  cc : ∀ p q, c p * c q + c q * c p = 0
  aa : ∀ p q, a p * a q + a q * a p = 0
  ac : ∀ p q, a q * c p + c p * a q = δ p q • (1 : Matrix n n ℂ)

/-- The factor `1 + (x_p - 1) n_p` of mode `p`, with `n_p = c_p a_p`. -/
def modeFactor (c a : ι → Matrix n n ℂ) (x : ι → ℂ) (p : ι) : Matrix n n ℂ :=
  1 + (x p - 1) • (c p * a p)

variable {c a : ι → Matrix n n ℂ}

/-- For CAR matrices, `n_p c_q = c_q n_p + δ_qp c_p`. -/
theorem number_mul_creation (h : IsCAR c a) (p q : ι) :
    c p * a p * c q = c q * (c p * a p) + δ q p • c p := by
  rw [mul_assoc, eq_sub_of_add_eq (h.ac q p), mul_sub, mul_smul_comm, mul_one,
    ← mul_assoc (c p) (c q), eq_neg_of_add_eq_zero_left (h.cc p q), neg_mul,
    sub_neg_eq_add, mul_assoc, add_comm]

/-- For CAR matrices, the factors of two different modes commute. -/
theorem modeFactor_commute (h : IsCAR c a) (x : ι → ℂ) {p q : ι} (hpq : p ≠ q) :
    Commute (modeFactor c a x p) (modeFactor c a x q) := by
  have e1 := h.ac q p
  have e2 := h.ac p q
  rw [δ, if_neg hpq.symm, zero_smul] at e1
  rw [δ, if_neg hpq, zero_smul] at e2
  have hn : Commute (c p * a p) (c q * a q) := by
    change c p * a p * (c q * a q) = c q * a q * (c p * a p)
    linear_combination (norm := noncomm_ring)
      c p * e1 * a q - h.cc p q * (a p * a q) + c q * c p * h.aa p q - c q * e2 * a p
  exact (Commute.one_left _).add_left
    (((Commute.one_right _).add_right (hn.smul_right _)).smul_left _)

/-- The product `R` of the factors `1 + (x_p - 1) n_p` over a finite set of modes. -/
def gibbsProduct (h : IsCAR c a) (x : ι → ℂ) (S : Finset ι) : Matrix n n ℂ :=
  S.noncommProd (modeFactor c a x) (fun _ _ _ _ hpq => modeFactor_commute h x hpq)

/-- For the product `R` over a finite set of modes, `R c_q = x_q c_q R` if mode `q` belongs to the
set, and `R c_q = c_q R` otherwise. -/
theorem gibbsProduct_mul_creation (h : IsCAR c a) (x : ι → ℂ) (S : Finset ι) (q : ι) :
    gibbsProduct h x S * c q = (if q ∈ S then x q else 1) • (c q * gibbsProduct h x S) := by
  induction S using Finset.induction_on with
  | empty => simp [gibbsProduct]
  | insert p S hp ih =>
    have e : gibbsProduct h x (insert p S) = modeFactor c a x p * gibbsProduct h x S :=
      Finset.noncommProd_insert_of_notMem _ _ _ _ hp
    -- the claim for a single factor
    have hF : modeFactor c a x p * c q =
        (if q = p then x q else 1) • (c q * modeFactor c a x p) := by
      have h1 := number_mul_creation h p q
      unfold modeFactor
      by_cases hqp : q = p
      · have h0 : c p * c p = 0 := by
          calc c p * c p = (1 / 2 : ℂ) • (c p * c p + c p * c p) := by module
            _ = 0 := by rw [h.cc, smul_zero]
        have h2 : c p * (c p * a p) = 0 := by rw [← mul_assoc, h0, zero_mul]
        rw [hqp, δ, if_pos rfl, one_smul, h2, zero_add] at h1
        rw [hqp, if_pos rfl, add_mul, mul_add, smul_mul_assoc, mul_smul_comm, h1, h2]
        simp only [one_mul, mul_one, smul_zero, add_zero]
        module
      · rw [δ, if_neg hqp, zero_smul, add_zero] at h1
        rw [if_neg hqp, add_mul, mul_add, smul_mul_assoc, mul_smul_comm, h1, one_smul,
          one_mul, mul_one]
    rw [e, mul_assoc, ih, mul_smul_comm, ← mul_assoc, hF, smul_mul_assoc, smul_smul,
      mul_assoc]
    congr 1
    by_cases hqp : q = p
    · simp [hqp, hp]
    · simp [hqp]

end

end GibbsProductMulCreation
```

The compiler's answer:

```
Main.lean:57:10: error: unsolved goals
case empty
ι : Type u_1
n : Type u_2
inst✝² : DecidableEq ι
inst✝¹ : Fintype n
inst✝ : DecidableEq n
c a : ι → Matrix n n ℂ
h : IsCAR c a
x : ι → ℂ
q : ι
⊢ ∅.noncommProd (modeFactor c a x) ⋯ * c q = c q * ∅.noncommProd (modeFactor c a x) ⋯
```

What went wrong. The one error is in the `empty` case. There `simp [gibbsProduct]` unfolded the definition and removed the scalar, which is 1 because no mode belongs to the empty set. It did not replace the empty `noncommProd` by 1, so the goal was left with that product on both sides, to the left of `c q` on one and to the right on the other. The message shows that this rewrite did not happen, but not why `simp` failed to make it.

The repair states the missing fact as `e : gibbsProduct h x ∅ = 1` and proves it by giving the term `Finset.noncommProd_empty _ _`. Lean accepts this term by unfolding `gibbsProduct` as it checks the type, so `simp` need not find the rewrite inside the unfolded product. Then `simp [e]`, which no longer unfolds `gibbsProduct`, replaces the whole product by 1, and both sides reduce to `c q`.

After these edits no error is left:

```diff
@@ -55,5 +55,7 @@
     gibbsProduct h x S * c q = (if q ∈ S then x q else 1) • (c q * gibbsProduct h x S) := by
   induction S using Finset.induction_on with
-  | empty => simp [gibbsProduct]
+  | empty =>
+    have e : gibbsProduct h x ∅ = 1 := Finset.noncommProd_empty _ _
+    simp [e]
   | insert p S hp ih =>
     have e : gibbsProduct h x (insert p S) = modeFactor c a x p * gibbsProduct h x S :=
```
